# Any first-order response X = PX + XP + (i/2)[A, B] of a finite projector P has trace −i tr(P[A, B])

The theorem `algebraic_streda` concerns the first-order response X of a projector P when the matrix product is deformed by a field, the deformation entering through K = (i/2)[A, B]. All matrices are finite and complex; P need only satisfy P² = P, not be Hermitian, and A and B are arbitrary. The theorem states that X = PX + XP + K has a solution exactly when K commutes with P, and that every solution has tr X = −i tr(P[A, B]). The attempt gets solvability from the two preceding lemmas, and the trace formula from five trace identities, `t1` to `t5`, added together with suitable coefficients by `linear_combination`.

The failing Lean file:

```lean
import Mathlib

namespace AlgebraicStreda

variable {n : Type*} [Fintype n] [DecidableEq n]

/-- The first-order term `K = (i/2)[A, B]` of the field-deformed product. -/
noncomputable def curvatureTerm (A B : Matrix n n ℂ) : Matrix n n ℂ :=
  (Complex.I / 2) • (A * B - B * A)

/-- The first-order deformed projector equation `X = P X + X P + K` for the response `X`. -/
def SolvesDeformed (P K X : Matrix n n ℂ) : Prop :=
  X = P * X + X * P + K

/-- For a projector `P` and a solution `X` of the deformed equation, both `P K` and `K P`
equal `-P X P`. -/
theorem occupied_block {P K X : Matrix n n ℂ} (hP : P * P = P) (h : SolvesDeformed P K X) :
    P * K = -(P * X * P) ∧ K * P = -(P * X * P) := by
  unfold SolvesDeformed at h
  have hK : K = X - P * X - X * P := by
    linear_combination (norm := noncomm_ring) -h
  constructor
  · calc P * K = P * X - P * P * X - P * X * P := by rw [hK]; noncomm_ring
      _ = -(P * X * P) := by rw [hP]; noncomm_ring
  · calc K * P = X * P - P * X * P - X * (P * P) := by rw [hK]; noncomm_ring
      _ = -(P * X * P) := by rw [hP]; noncomm_ring

/-- If `K` commutes with the projector `P`, then `K - P K - K P` solves the deformed equation. -/
theorem particular_solution {P K : Matrix n n ℂ} (hP : P * P = P) (hc : P * K = K * P) :
    SolvesDeformed P K (K - P * K - K * P) := by
  unfold SolvesDeformed
  have h1 : P * K * P = P * K := by rw [mul_assoc, ← hc, ← mul_assoc, hP]
  have h2 : P * K * P = K * P := h1.trans hc
  have e1 : P * (K - P * K - K * P) = -(P * K * P) := by
    calc P * (K - P * K - K * P) = P * K - P * P * K - P * K * P := by noncomm_ring
      _ = -(P * K * P) := by rw [hP]; noncomm_ring
  have e2 : (K - P * K - K * P) * P = -(P * K * P) := by
    calc (K - P * K - K * P) * P = K * P - P * K * P - K * (P * P) := by noncomm_ring
      _ = -(P * K * P) := by rw [hP]; noncomm_ring
  rw [e1, e2]
  linear_combination (norm := noncomm_ring) h1 + h2

/-- Algebraic Streda formula: for a projector `P` and `K = (i/2)[A, B]`, the deformed projector
equation is solvable iff `K` commutes with `P`, and every solution has
`tr X = -i tr(P [A, B])`. -/
theorem algebraic_streda {P : Matrix n n ℂ} (hP : P * P = P) (A B : Matrix n n ℂ) :
    ((∃ X, SolvesDeformed P (curvatureTerm A B) X) ↔
      P * curvatureTerm A B = curvatureTerm A B * P) ∧
    ∀ X, SolvesDeformed P (curvatureTerm A B) X →
      Matrix.trace X = -Complex.I * Matrix.trace (P * (A * B - B * A)) := by
  refine ⟨⟨?_, fun hc => ⟨_, particular_solution hP hc⟩⟩, ?_⟩
  · rintro ⟨X, h⟩
    exact (occupied_block hP h).1.trans (occupied_block hP h).2.symm
  · intro X h
    have t1 : Matrix.trace X = Matrix.trace (P * X) + Matrix.trace (X * P)
        + Matrix.trace (curvatureTerm A B) := by
      rw [← Matrix.trace_add, ← Matrix.trace_add]
      exact congrArg Matrix.trace h
    have t2 : Matrix.trace (P * curvatureTerm A B) = -Matrix.trace (P * X) := by
      rw [(occupied_block hP h).1, Matrix.trace_neg, Matrix.trace_mul_comm (P * X) P,
        ← mul_assoc, hP]
    -- a commutator has no trace
    have t3 : Matrix.trace (curvatureTerm A B) = 0 := by
      unfold curvatureTerm
      rw [Matrix.trace_smul, Matrix.trace_sub, Matrix.trace_mul_comm A B, sub_self, smul_zero]
    have t4 : Matrix.trace (P * curvatureTerm A B)
        = Complex.I / 2 * Matrix.trace (P * (A * B - B * A)) := by
      unfold curvatureTerm
      rw [Matrix.mul_smul, Matrix.trace_smul, smul_eq_mul]
    have t5 := Matrix.trace_mul_comm X P
    linear_combination t1 + t5 + t3 - 2 * t2 + 2 * t4

end AlgebraicStreda
```

The error:

```
Main.lean:71:4: error: ring failed, ring expressions not equal
n : Type u_1
inst✝¹ : Fintype n
inst✝ : DecidableEq n
P : Matrix n n ℂ
hP : P * P = P
A B X : Matrix n n ℂ
h : SolvesDeformed P (curvatureTerm A B) X
t1 : X.trace = (P * X).trace + (X * P).trace + (curvatureTerm A B).trace
t2 : (P * curvatureTerm A B).trace = -(P * X).trace
t3 : (curvatureTerm A B).trace = 0
t4 : (P * curvatureTerm A B).trace = Complex.I / 2 * (P * (A * B - B * A)).trace
t5 : (X * P).trace = (P * X).trace
⊢ (P * X).trace * 4 + Complex.I * (P * (A * B - B * A)).trace * 2 = 0
```

As a diff, the version that Lean accepts:

```diff
@@ -69,5 +69,5 @@
       rw [Matrix.mul_smul, Matrix.trace_smul, smul_eq_mul]
     have t5 := Matrix.trace_mul_comm X P
-    linear_combination t1 + t5 + t3 - 2 * t2 + 2 * t4
+    linear_combination t1 + t5 + t3 + 2 * t2 - 2 * t4
 
 end AlgebraicStreda
```

What went wrong. The one error is in the last step, where two coefficients have the wrong sign. `linear_combination` subtracts the chosen sum of hypotheses from the goal and asks `ring` to show that what is left vanishes identically.

Here `t1 + t5 + t3` gives tr X = 2 tr(PX). To reach the goal, 2 tr(PX) must be replaced by −2 tr(PK) and then by −i tr(P[A, B]), which takes `2 * t2` and `-2 * t4`. With the signs reversed, the terms in tr(PK) still cancel, but those in tr(PX) and tr(P[A, B]) double instead of cancelling, and leave the equation in the message, 4 tr(PX) + 2i tr(P[A, B]) = 0. That equation does follow from `t2` and `t4`, but `ring` does not use hypotheses; it treats the two traces as unrelated quantities and fails.

The diff changes `- 2 * t2 + 2 * t4` to `+ 2 * t2 - 2 * t4`. Everything then cancels, and `ring` closes the goal.
